# Symmetric splitting of Hermitian matrices is exact for all short time steps if and only if they commute

For Hermitian complex matrices $A$ and $B$ of the same finite size, $e^{\tau A/2}e^{\tau B}e^{\tau A/2}=e^{\tau(A+B)}$ holds for all $\tau$ in some interval $(0,d)$, $d>0$, exactly when $AB=BA$. With $A=-V$ and $B=-T$, where $T$ is a lattice kinetic energy and $V$ a potential diagonal in position, the product is a finite-lattice analogue of the imaginary-time step of diffusion Monte Carlo without importance sampling, up to the scalar factor set by the reference energy.

```lean
import Mathlib

open Matrix Filter Topology
open scoped ComplexOrder Matrix.Norms.Operator

namespace SymmetricSplittingExactness

noncomputable section

variable {n : Type*} [Fintype n] [DecidableEq n]
```

The finite type `n` labels the basis states. The unbounded kinetic operator of continuous space is therefore excluded.

```lean
/-- One symmetric splitting step of length `τ`: half a step with `A`, a full step with `B`,
half a step with `A`. -/
def splitStep (A B : Matrix n n ℂ) (τ : ℝ) : Matrix n n ℂ :=
  NormedSpace.exp ((τ / 2) • A) * NormedSpace.exp (τ • B) * NormedSpace.exp ((τ / 2) • A)
```

`splitStep A B τ` is the product $S(\tau)=e^{\tau A/2}e^{\tau B}e^{\tau A/2}$, with real $\tau$. The symbol `•` multiplies a matrix by a number.

```lean
/-- The product `exp(τa) M exp(τB) N exp(τa)`: a symmetric step with matrices `M` and `N`
inserted between its factors. -/
def insertedStep (a B M N : Matrix n n ℂ) (τ : ℝ) : Matrix n n ℂ :=
  NormedSpace.exp (τ • a) * M * NormedSpace.exp (τ • B) * N * NormedSpace.exp (τ • a)
```

This is $F_{M,N}(\tau)=e^{\tau a}Me^{\tau B}Ne^{\tau a}$. For $a=A/2$ and $M=N=1$ it is the symmetric step.

```lean
/-- The time derivative of a step with insertions is a sum of two steps with new insertions. -/
theorem hasDerivAt_insertedStep (a B M N : Matrix n n ℂ) (τ : ℝ) :
    HasDerivAt (insertedStep a B M N)
      (insertedStep a B (a * M + M * B) N τ + insertedStep a B M (N * a) τ) τ := by
  have h1 := hasDerivAt_exp_smul_const a τ
  have h2 := hasDerivAt_exp_smul_const' B τ
  have h3 := hasDerivAt_exp_smul_const' a τ
  refine ((((h1.mul_const M).fun_mul h2).mul_const N).fun_mul h3).congr_deriv ?_
  simp only [insertedStep]
  noncomm_ring
```

`HasDerivAt f f' t` says that $f$ has derivative $f'$ at $t$. The product rule gives
$$F_{M,N}'=F_{aM+MB,\,N}+F_{M,\,Na},$$
so repeated differentiation only changes the insertions. `noncomm_ring` checks the algebra without reordering factors.

```lean
omit [DecidableEq n] in
/-- Two differentiable matrix-valued functions of time that agree on `[0, d)` have equal
derivatives on `[0, d)`. -/
theorem deriv_eq_of_eq {f g f' g' : ℝ → Matrix n n ℂ} {d : ℝ}
    (hf : ∀ t, HasDerivAt f (f' t) t) (hg : ∀ t, HasDerivAt g (g' t) t)
    (h : ∀ t, 0 ≤ t → t < d → f t = g t) : ∀ t, 0 ≤ t → t < d → f' t = g' t := by
  intro t h0 h1
  have he : f =ᶠ[𝓝[≥] t] g := by
    filter_upwards [Ico_mem_nhdsGE h1] with s hs using h s (h0.trans hs.1) hs.2
  exact (uniqueDiffWithinAt_Ici t).eq_deriv _ (hf t).hasDerivWithinAt
    ((hg t).hasDerivWithinAt.congr_of_eventuallyEq he (h t h0 h1))
```

If $f$ and $g$ are differentiable at all times and agree on $[0,d)$, then $f'=g'$ there, including at $0$, although $f$ and $g$ may differ at negative times. The device is the derivative within a set. `hasDerivWithinAt` restricts each derivative to $[t,\infty)$, where $f$ and $g$ agree near $t$, and `uniqueDiffWithinAt_Ici` says that a derivative within this half-line is unique. Since the conclusion again holds on $[0,d)$, the lemma can be applied repeatedly.

```lean
/-- If the symmetric step is exact for all time steps in `(0, d)`, with `d > 0`, then `A + 2B`
commutes with the commutator of `A` and `B`. -/
theorem third_order_condition (A B : Matrix n n ℂ) {d : ℝ} (hd : 0 < d)
    (h : ∀ τ, 0 < τ → τ < d → splitStep A B τ = NormedSpace.exp (τ • (A + B))) :
    (A + 2 • B) * (A * B - B * A) = (A * B - B * A) * (A + 2 • B) := by
  obtain ⟨a, rfl⟩ : ∃ a, A = a + a := ⟨(1 / 2 : ℝ) • A, by module⟩
  have e0 : ∀ t, 0 ≤ t → t < d →
      insertedStep a B 1 1 t = NormedSpace.exp (t • (a + a + B)) := by
    intro t h0 h1
    rcases h0.eq_or_lt with rfl | hpos
    · simp [insertedStep]
    · have hs : (t / 2) • (a + a) = t • a := by module
      rw [← h t hpos h1, splitStep, hs, insertedStep, mul_one, mul_one]
  -- differentiate the identity three times
  have e1 := deriv_eq_of_eq (fun t => hasDerivAt_insertedStep a B 1 1 t)
    (fun t => hasDerivAt_exp_smul_const' (a + a + B) t) e0
  have e2 := deriv_eq_of_eq
    (fun t => (hasDerivAt_insertedStep a B (a * 1 + 1 * B) 1 t).fun_add
      (hasDerivAt_insertedStep a B 1 (1 * a) t))
    (fun t => (hasDerivAt_exp_smul_const' (a + a + B) t).const_mul (a + a + B)) e1
  have e3 := deriv_eq_of_eq
    (fun t => ((hasDerivAt_insertedStep a B
        (a * (a * 1 + 1 * B) + (a * 1 + 1 * B) * B) 1 t).fun_add
      (hasDerivAt_insertedStep a B (a * 1 + 1 * B) (1 * a) t)).fun_add
      ((hasDerivAt_insertedStep a B (a * 1 + 1 * B) (1 * a) t).fun_add
      (hasDerivAt_insertedStep a B 1 (1 * a * a) t)))
    (fun t => ((hasDerivAt_exp_smul_const' (a + a + B) t).const_mul
      (a + a + B)).const_mul (a + a + B)) e2
  -- at zero time step only the cubic coefficients remain
  have h3 := e3 0 le_rfl hd
  simp only [insertedStep, zero_smul, NormedSpace.exp_zero, one_mul, mul_one] at h3
  linear_combination (norm := noncomm_ring) (-4 : ℤ) • h3
```

This theorem needs no Hermiticity. Exactness on $(0,d)$ extends to $\tau=0$, where both sides are $1$. Three differentiations, `e1`, `e2` and `e3`, then give $S'''(0)=(A+B)^3$. By the product rule,
$$S'''(0)=A^3+B^3+\tfrac34(A^2B+2ABA+BA^2)+\tfrac32(AB^2+B^2A).$$
Subtracting the expanded cube leaves
$$-\tfrac14(A^2B-2ABA+BA^2)+\tfrac12(AB^2-2BAB+B^2A)=-\tfrac14[A+2B,\,C],$$
where $C=[A,B]=AB-BA$. Hence $[A+2B,C]=0$. The last line of the proof multiplies by $-4$ to remove the prefactor.

```lean
/-- Hermitian matrices `A` and `B` commute if `A + 2B` commutes with their commutator. -/
theorem commute_of_third_order {A B : Matrix n n ℂ} (hA : A.IsHermitian) (hB : B.IsHermitian)
    (h : (A + 2 • B) * (A * B - B * A) = (A * B - B * A) * (A + 2 • B)) :
    A * B = B * A := by
  have hC : (A * B - B * A)ᴴ = -(A * B - B * A) := by
    rw [conjTranspose_sub, conjTranspose_mul, conjTranspose_mul, hA.eq, hB.eq, neg_sub]
  -- the squared commutator is itself a commutator, hence traceless
  have h1 : (A * B - B * A) * (A * B - B * A) =
      (A + 2 • B) * (B * (A * B - B * A)) - (B * (A * B - B * A)) * (A + 2 • B) := by
    linear_combination (norm := noncomm_ring) -(B * h)
  have h2 : ((A * B - B * A)ᴴ * (A * B - B * A)).trace = 0 := by
    rw [hC, neg_mul, trace_neg, h1, trace_sub, trace_mul_comm (A + 2 • B), sub_self, neg_zero]
  exact sub_eq_zero.mp (trace_conjTranspose_mul_self_eq_zero_iff.mp h2)
```

Put $K=A+2B$. Then $[K,B]=C$ and $[K,C]=0$, so
$$[K,BC]=[K,B]C+B[K,C]=C^2.$$
This is `h1`. A commutator of finite matrices has zero trace, so $\operatorname{tr}C^2=0$. Hermiticity of $A$ and $B$ gives $C^\dagger=-C$ (`hC`; Lean writes the adjoint as `ᴴ`), and therefore
$$\sum_{i,j}|C_{ij}|^2=\operatorname{tr}(C^\dagger C)=-\operatorname{tr}C^2=0.$$
Thus $C=0$.

```lean
/-- For commuting matrices the symmetric step is exact at every time step. -/
theorem splitStep_of_commute {A B : Matrix n n ℂ} (h : A * B = B * A) (τ : ℝ) :
    splitStep A B τ = NormedSpace.exp (τ • (A + B)) := by
  have hc : Commute A B := h
  have h1 : Commute ((τ / 2) • A) (τ • B) := (hc.smul_left _).smul_right _
  have h2 : Commute ((τ / 2) • A + τ • B) ((τ / 2) • A) :=
    (Commute.refl _).add_left h1.symm
  have hs : τ • (A + B) = (τ / 2) • A + τ • B + (τ / 2) • A := by module
  rw [hs, Matrix.exp_add_of_commute _ _ h2, Matrix.exp_add_of_commute _ _ h1, splitStep]
```

If $AB=BA$, all three exponents commute and add up to $\tau A/2+\tau B+\tau A/2=\tau(A+B)$. This holds for every real $\tau$, Hermitian or not.

```lean
/-- For Hermitian `A` and `B`, the symmetric step is free of time-step error on some interval
`(0, d)` with `d > 0` if and only if `A` and `B` commute. -/
theorem splitStep_exact_iff_commute {A B : Matrix n n ℂ}
    (hA : A.IsHermitian) (hB : B.IsHermitian) :
    (∃ d > 0, ∀ τ, 0 < τ → τ < d → splitStep A B τ = NormedSpace.exp (τ • (A + B))) ↔
      A * B = B * A :=
  ⟨fun ⟨_, hd, h⟩ => commute_of_third_order hA hB (third_order_condition A B hd h),
    fun h => ⟨1, one_pos, fun τ _ _ => splitStep_of_commute h τ⟩⟩
```

The left side of `↔` reads: there is a $d>0$ such that every $\tau$ with $0<\tau<d$ gives an exact step. The proof joins `third_order_condition` and `commute_of_third_order` for the forward direction and uses the commuting case, with $d=1$, for the reverse.

The same argument settles real-time splitting, $e^{-i\tau A/2}e^{-i\tau B}e^{-i\tau A/2}$. Replacing $A,B$ by $-iA,-iB$ multiplies the cubic condition by a nonzero constant, so exactness on an interval again forces Hermitian $A$ and $B$ to commute. This corollary is not part of the Lean code.

```lean
/-- The propagator `exp(τX)` is a real analytic function of the time step. -/
theorem analyticAt_propagator (X : Matrix n n ℂ) (t : ℝ) :
    AnalyticAt ℝ (fun τ : ℝ => NormedSpace.exp (τ • X)) t := by
  have h : Differentiable ℂ (fun z : ℂ => NormedSpace.exp (z • X)) :=
    fun z => (hasDerivAt_exp_smul_const X z).differentiableAt
  have h2 := ((h.analyticAt (t : ℂ)).restrictScalars (𝕜 := ℝ)).comp_of_eq
    (Complex.ofRealCLM.analyticAt t) rfl
  exact h2.congr (Eventually.of_forall fun s => by simp)
```

The propagator $e^{zX}$ is differentiable for every complex $z$, hence analytic; restricting $z$ to the real line gives a real analytic function of $\tau$.

```lean
/-- For Hermitian `A` and `B` that do not commute, the symmetric step has a nonzero error at
every sufficiently small positive time step. -/
theorem splitStep_ne_of_not_commute {A B : Matrix n n ℂ}
    (hA : A.IsHermitian) (hB : B.IsHermitian) (hAB : A * B ≠ B * A) :
    ∃ d > 0, ∀ τ, 0 < τ → τ < d → splitStep A B τ ≠ NormedSpace.exp (τ • (A + B)) := by
  have hS : AnalyticAt ℝ (splitStep A B) 0 := by
    have hh : splitStep A B = fun τ : ℝ => NormedSpace.exp (τ • ((1 / 2 : ℝ) • A)) *
        NormedSpace.exp (τ • B) * NormedSpace.exp (τ • ((1 / 2 : ℝ) • A)) := by
      funext τ
      simp only [splitStep, smul_smul, mul_one_div]
    rw [hh]
    exact ((analyticAt_propagator _ 0).mul (analyticAt_propagator B 0)).mul
      (analyticAt_propagator _ 0)
  -- analytic functions coincide near zero or differ at all nearby nonzero points
  rcases hS.eventually_eq_or_eventually_ne (analyticAt_propagator (A + B) 0) with h | h
  · obtain ⟨d, hd, h⟩ := Metric.eventually_nhds_iff.mp h
    refine absurd ((splitStep_exact_iff_commute hA hB).mp ⟨d, hd, fun τ h0 h1 => h ?_⟩) hAB
    rwa [Real.dist_eq, sub_zero, abs_of_pos h0]
  · obtain ⟨d, hd, h⟩ := Metric.eventually_nhds_iff.mp (eventually_nhdsWithin_iff.mp h)
    refine ⟨d, hd, fun τ h0 h1 => h ?_ h0.ne'⟩
    rwa [Real.dist_eq, sub_zero, abs_of_pos h0]
```

The equivalence alone would allow a non-commuting pair to be exact at some arbitrarily small steps. Analyticity excludes this: near $0$, the two propagators either coincide or differ at every nonzero $\tau$, and coincidence would force $AB=BA$. The error is thus nonzero throughout some interval $(0,d)$. The theorem concerns the propagator as a matrix; it gives no size for the error and does not say that a particular energy estimate is biased.

```lean
/-- Without Hermiticity the equivalence fails: these two nilpotent matrices do not commute,
yet their symmetric step is exact at every time step. -/
theorem exact_without_commuting :
    let A : Matrix (Fin 3) (Fin 3) ℂ := !![0, 1, 0; 0, 0, 0; 0, 0, 0]
    let B : Matrix (Fin 3) (Fin 3) ℂ := !![0, 0, 0; 0, 0, 1; 0, 0, 0]
    A * B ≠ B * A ∧ ∀ τ : ℝ, splitStep A B τ = NormedSpace.exp (τ • (A + B)) := by
  intro A B
  -- the exponential series stops after the quadratic term
  have e : ∀ x y : ℂ, NormedSpace.exp !![0, x, 0; 0, 0, y; 0, 0, 0] =
      !![1, x, x * y / 2; 0, 1, y; 0, 0, 1] := by
    intro x y
    have h3 : (!![0, x, 0; 0, 0, y; 0, 0, 0] : Matrix (Fin 3) (Fin 3) ℂ) ^ 3 = 0 := by
      ext i j
      fin_cases i <;> fin_cases j <;> simp [pow_succ, Matrix.mul_apply, Fin.sum_univ_succ]
    refine (congrFun (NormedSpace.exp_eq_tsum ℂ) _).trans
      ((tsum_eq_sum (s := Finset.range 3) ?_).trans ?_)
    · intro k hk
      obtain ⟨m, rfl⟩ := Nat.exists_eq_add_of_le (not_lt.mp (mt Finset.mem_range.mpr hk))
      rw [pow_add, h3, zero_mul, smul_zero]
    · ext i j
      fin_cases i <;> fin_cases j <;>
        simp [Finset.sum_range_succ, Nat.factorial, pow_succ, div_eq_inv_mul]
  have sA : ∀ t : ℝ, t • A = !![0, (t : ℂ), 0; 0, 0, 0; 0, 0, 0] := by
    intro t
    ext i j
    fin_cases i <;> fin_cases j <;> simp [A]
  have sB : ∀ t : ℝ, t • B = !![0, 0, 0; 0, 0, (t : ℂ); 0, 0, 0] := by
    intro t
    ext i j
    fin_cases i <;> fin_cases j <;> simp [B]
  have sAB : ∀ t : ℝ, t • (A + B) = !![0, (t : ℂ), 0; 0, 0, (t : ℂ); 0, 0, 0] := by
    intro t
    ext i j
    fin_cases i <;> fin_cases j <;> simp [A, B]
  constructor
  · intro h
    have h02 := congrFun (congrFun h 0) 2
    simp [A, B, Matrix.mul_apply, Fin.sum_univ_succ] at h02
  · intro τ
    rw [splitStep, sA, sB, sAB, e, e, e]
    ext i j
    fin_cases i <;> fin_cases j <;> simp [Matrix.mul_apply, Fin.sum_univ_succ]
    ring

end

end SymmetricSplittingExactness
```

Here $AB\ne0$, while $BA=A^2=B^2=0$. The series terminate, and both sides equal
$$1+\tau(A+B)+\tfrac{\tau^2}{2}AB.$$
So the equivalence fails for general complex matrices. Neither matrix is Hermitian here, but Hermiticity of $A$ alone would not suffice either. The matrices $A=\begin{pmatrix}2&0\\0&0\end{pmatrix}$ and $B=\begin{pmatrix}-1&1\\0&0\end{pmatrix}$ do not commute, yet a direct calculation, not included in the Lean code, gives $\begin{pmatrix}e^{\tau}&e^{\tau}-1\\0&1\end{pmatrix}$ for both sides at every $\tau$.

```lean
#print axioms SymmetricSplittingExactness.splitStep_exact_iff_commute
#print axioms SymmetricSplittingExactness.splitStep_ne_of_not_commute
#print axioms SymmetricSplittingExactness.exact_without_commuting
```

```
'SymmetricSplittingExactness.splitStep_exact_iff_commute' depends on axioms: [propext, Classical.choice, Quot.sound]
'SymmetricSplittingExactness.splitStep_ne_of_not_commute' depends on axioms: [propext, Classical.choice, Quot.sound]
'SymmetricSplittingExactness.exact_without_commuting' depends on axioms: [propext, Classical.choice, Quot.sound]
```
